# At most three axial spd hybrids of maximal strength on one atom can be mutually orthogonal

**Q.** I am analysing the bonding at a transition-metal atom with nine valence orbitals: one s, three p, five d. I point the strongest possible spd hybrid at each neighbour and read off populations. Before that I orthonormalise the hybrids, which changes their shapes. Can I choose the directions so that this step changes nothing?

**A.** For two or three hybrids, yes. For four or more, no choice of directions works, as long as every hybrid is axial, has s, p and d weights in the ratio 1:3:5, and has all three parts of the same sign in the direction it points. In such an analysis, orthonormalising four or more of them must alter at least one.

**Q.** Why that ratio?

**A.** Together with the matching signs, it gives maximal strength. Strength is the angular amplitude of a normalised hybrid along its own axis, with the s orbital counted as 1 and the radial parts taken as equal. Along the hybrid's axis, the p orbital and the axially symmetric d orbital reach $\sqrt3$ and $\sqrt5$. By the Cauchy–Schwarz inequality the amplitude is at most $\sqrt{1+3+5}=3$, and it reaches 3 when the coefficients are $1/3$, $\sqrt3/3$ and $\sqrt5/3$. Their squares are in the ratio 1:3:5.

```lean
import Mathlib

open Matrix

namespace SpdHybrids

noncomputable section

/-- Coefficients, in the real orbitals s, p_x, p_y, p_z, d_xy, d_yz, d_xz, d_z², d_x²-y², of the
axial hybrid with s : p : d weights 1 : 3 : 5 that points along the unit vector `n`, with all three
parts positive in that direction. -/
def hybrid (n : Fin 3 → ℝ) : Fin 9 → ℝ :=
  ![1 / 3,
    √3 / 3 * n 0, √3 / 3 * n 1, √3 / 3 * n 2,
    √5 / 3 * (√3 * (n 0 * n 1)), √5 / 3 * (√3 * (n 1 * n 2)), √5 / 3 * (√3 * (n 0 * n 2)),
    √5 / 3 * ((2 * n 2 ^ 2 - n 0 ^ 2 - n 1 ^ 2) / 2),
    √5 / 3 * (√3 / 2 * (n 0 ^ 2 - n 1 ^ 2))]
```

**Q.** So a hybrid is only a list of nine numbers?

**A.** Yes. `hybrid n` has type `Fin 9 → ℝ` and lists the coefficients in the real orbitals. The letter `n` is a direction, not a quantum number, and `n 0`, `n 1`, `n 2` are its x, y and z components. The definition accepts any vector; the theorems add the condition `n ⬝ᵥ n = 1`, which makes it a unit vector.

Overlap is the dot product `⬝ᵥ` of two coefficient lists. The step from there to your atom is yours to justify: the dot product equals the overlap integral if the nine orbitals are orthonormal functions on one centre.

**Q.** Then where does the angle between two hybrids come in?

**A.** Take unit vectors $n$ and $m$ with cosine $c=n\cdot m$. The s part of the overlap is $1/9$ and the p part is $3c/9$. For the d part, leave out the factor $5/9$ and collect the five products:

$$3\sum_{i<j} n_in_jm_im_j+\sum_i n_i^2m_i^2-\tfrac12\sum_{i\ne j}n_i^2m_j^2
=\tfrac32(n\cdot m)^2-\tfrac12|n|^2|m|^2 .$$

With unit lengths this is $(3c^2-1)/2$, so

$$S(c)=\tfrac19\left(1+3c+\tfrac52(3c^2-1)\right).$$

At $c=1$ this gives 1, so each hybrid is normalised.

```lean
/-- The overlap of two hybrids along unit vectors depends only on the cosine `n ⬝ᵥ m` of the
angle between them, through the Legendre polynomials of degree 0, 1 and 2. -/
theorem hybrid_overlap {n m : Fin 3 → ℝ} (hn : n ⬝ᵥ n = 1) (hm : m ⬝ᵥ m = 1) :
    hybrid n ⬝ᵥ hybrid m =
      (1 + 3 * (n ⬝ᵥ m) + 5 * (3 * (n ⬝ᵥ m) ^ 2 - 1) / 2) / 9 := by
  have h3 : √3 ^ 2 = (3 : ℝ) := Real.sq_sqrt (by norm_num)
  have h5 : √5 ^ 2 = (5 : ℝ) := Real.sq_sqrt (by norm_num)
  simp only [dotProduct, Fin.sum_univ_three] at hn hm
  simp only [hybrid, dotProduct, Fin.sum_univ_three]
  generalize √3 = A at *
  generalize √5 = B at *
  simp [Fin.sum_univ_succ]
  -- the d part is the addition theorem for degree 2
  linear_combination
    (1 / 9) * ((n 0 * m 0 + n 1 * m 1 + n 2 * m 2) +
      5 * (n 0 * n 1 * m 0 * m 1 + n 1 * n 2 * m 1 * m 2 + n 0 * n 2 * m 0 * m 2 +
        (n 0 ^ 2 - n 1 ^ 2) * (m 0 ^ 2 - m 1 ^ 2) / 4)) * h3 +
    (1 / 9) * (A ^ 2 * (n 0 * n 1 * m 0 * m 1 + n 1 * n 2 * m 1 * m 2 + n 0 * n 2 * m 0 * m 2 +
        (n 0 ^ 2 - n 1 ^ 2) * (m 0 ^ 2 - m 1 ^ 2) / 4) +
      (2 * n 2 ^ 2 - n 0 ^ 2 - n 1 ^ 2) * (2 * m 2 ^ 2 - m 0 ^ 2 - m 1 ^ 2) / 4) * h5 -
    (5 / 18) * (m 0 * m 0 + m 1 * m 1 + m 2 * m 2) * hn - (5 / 18) * hm
```

The theorem `hybrid_overlap` states this formula. In its proof, `generalize` turns the two square roots into letters, and `linear_combination` checks the identity using their squares and the two unit lengths.

**Q.** And orthogonality fixes the angle?

**A.** It leaves two. Setting $S(c)=0$ and clearing fractions gives $5c^2+2c-1=0$, or $(5c+1)^2=6$. The solutions are

$$c_+=\frac{\sqrt6-1}{5}\approx0.290,\qquad c_-=\frac{-\sqrt6-1}{5}\approx-0.690,$$

which correspond to about 73.15° and 133.62°.

```lean
/-- Two hybrids along unit vectors are orthogonal exactly when the cosine of the angle between
them is `(√6 - 1) / 5` or `(-√6 - 1) / 5`. -/
theorem orthogonal_iff {n m : Fin 3 → ℝ} (hn : n ⬝ᵥ n = 1) (hm : m ⬝ᵥ m = 1) :
    hybrid n ⬝ᵥ hybrid m = 0 ↔
      n ⬝ᵥ m = (√6 - 1) / 5 ∨ n ⬝ᵥ m = (-√6 - 1) / 5 := by
  have hs : √6 ^ 2 = (6 : ℝ) := Real.sq_sqrt (by norm_num)
  rw [hybrid_overlap hn hm]
  generalize n ⬝ᵥ m = c
  constructor
  · intro h
    have hp : (5 * c - (√6 - 1)) * (5 * c + (√6 + 1)) = 0 := by
      linear_combination 30 * h - hs
    rcases mul_eq_zero.mp hp with h1 | h1
    · left; linarith
    · right; linarith
  · rintro (rfl | rfl) <;> linear_combination (1 / 30) * hs
```

The proof of `orthogonal_iff` factors the quadratic in one direction and substitutes the two roots in the other.

**Q.** A nine-dimensional orbital space has room for nine orthogonal vectors. The weights even add up: nine hybrids with one ninth s character use exactly one s orbital. What goes wrong?

**A.** The directions live in three dimensions. Label four of them 0 to 3 and write their cosines as $a=c_{01}$, $b=c_{02}$, $c=c_{03}$, $d=c_{12}$, $e=c_{13}$, $f=c_{23}$; from here on a bare $c$ is the third of these. The matrix of cosines has determinant

$$\begin{aligned}
\det G={}&1-(a^2+b^2+c^2+d^2+e^2+f^2)+2(abd+ace+bcf+def)\\
&+(af)^2+(be)^2+(cd)^2-2(af\,be+af\,cd+be\,cd).
\end{aligned}$$

```lean
/-- The determinant of a symmetric 4 × 4 matrix with unit diagonal, written out. -/
theorem det_unit_diagonal (a b c d e f : ℝ) :
    (!![1, a, b, c; a, 1, d, e; b, d, 1, f; c, e, f, 1] : Matrix (Fin 4) (Fin 4) ℝ).det =
      1 - (a ^ 2 + b ^ 2 + c ^ 2 + d ^ 2 + e ^ 2 + f ^ 2)
        + 2 * (a * b * d + a * c * e + b * c * f + d * e * f)
        + (a * f) ^ 2 + (b * e) ^ 2 + (c * d) ^ 2
        - 2 * (a * f * (b * e) + a * f * (c * d) + b * e * (c * d)) := by
  simp [Matrix.det_succ_row_zero, Fin.sum_univ_succ, Fin.succAbove]
  ring
```

Lean obtains this by expanding along the first row and tidying with `ring`.

Geometry forces the determinant to vanish. Write the four vectors as rows and add a fourth column of zeros. The resulting square matrix $V$ has $\det V=0$, and $VV^{\mathsf T}=G$, so $\det G=(\det V)^2=0$.

```lean
/-- Four unit vectors in three-dimensional space have a singular matrix of mutual cosines. -/
theorem gram_det_eq_zero (u : Fin 4 → Fin 3 → ℝ) (hu : ∀ i, u i ⬝ᵥ u i = 1) :
    (!![1, u 0 ⬝ᵥ u 1, u 0 ⬝ᵥ u 2, u 0 ⬝ᵥ u 3;
        u 0 ⬝ᵥ u 1, 1, u 1 ⬝ᵥ u 2, u 1 ⬝ᵥ u 3;
        u 0 ⬝ᵥ u 2, u 1 ⬝ᵥ u 2, 1, u 2 ⬝ᵥ u 3;
        u 0 ⬝ᵥ u 3, u 1 ⬝ᵥ u 3, u 2 ⬝ᵥ u 3, 1] : Matrix (Fin 4) (Fin 4) ℝ).det = 0 := by
  -- pad the vectors with a fourth component equal to zero
  let V : Matrix (Fin 4) (Fin 4) ℝ := Matrix.of fun i => ![u i 0, u i 1, u i 2, 0]
  have hV : V.det = 0 := Matrix.det_eq_zero_of_column_eq_zero 3 (fun i => by simp [V])
  have hG : V * Vᵀ = Matrix.of fun i j => u i ⬝ᵥ u j := by
    ext i j
    simp [V, Matrix.mul_apply, dotProduct, Fin.sum_univ_four, Fin.sum_univ_three]
  have hd : (Matrix.of fun i j => u i ⬝ᵥ u j).det = 0 := by
    rw [← hG, Matrix.det_mul, hV, zero_mul]
  rw [← hd]
  congr 1
  ext i j
  fin_cases i <;> fin_cases j <;> simp [hu, dotProduct_comm] <;> exact dotProduct_comm _ _
```

The proof of `gram_det_eq_zero` is this argument. Its last lines match the matrix of dot products, entry by entry, with the one that has ones on the diagonal.

**Q.** So you need to show that the two allowed cosines can never give zero.

**A.** Yes. Picture the four directions as the corners of a tetrahedron whose six edges carry the cosines. Each edge carries $c_+$ or $c_-$, which makes 64 assignments. Relabelling the corners leaves eleven patterns. Exchanging $c_+$ and $c_-$ only changes the sign of $\sqrt6$, so six patterns suffice:

| Edges carrying $c_-$ | $625\det G$ |
|---|---|
| none | $744\sqrt6-1404$ |
| one | $240\sqrt6-540$ |
| two that share a corner | $72\sqrt6-252$ |
| two opposite edges | $-72\sqrt6-252$ |
| three that meet at a corner | $240\sqrt6-540$ |
| three in an open path | $36$ |

Each entry follows from the determinant formula with $c_++c_-=-2/5$ and $c_+c_-=-1/5$. For the open path, the squares add up to $42/25$ and the triangle products to $4/25$. The products of opposite edges are $c_-^2$, $c_+^2$ and $-1/5$; their squares add up to $171/625$ and their pairwise products to $-45/625$. Hence

$$\det G=1-\frac{42}{25}+\frac{8}{25}+\frac{171}{625}+\frac{90}{625}=\frac{36}{625}.$$

Since $\sqrt6$ is irrational, no entry is zero, and none becomes zero when the sign of $\sqrt6$ is changed.

```lean
/-- If all six mutual cosines of a 4 × 4 cosine matrix are taken from the two values
`(√6 - 1) / 5` and `(-√6 - 1) / 5`, the matrix is not singular. -/
theorem det_ne_zero_of_cosines {a b c d e f : ℝ}
    (ha : a = (√6 - 1) / 5 ∨ a = (-√6 - 1) / 5) (hb : b = (√6 - 1) / 5 ∨ b = (-√6 - 1) / 5)
    (hc : c = (√6 - 1) / 5 ∨ c = (-√6 - 1) / 5) (hd : d = (√6 - 1) / 5 ∨ d = (-√6 - 1) / 5)
    (he : e = (√6 - 1) / 5 ∨ e = (-√6 - 1) / 5) (hf : f = (√6 - 1) / 5 ∨ f = (-√6 - 1) / 5) :
    (!![1, a, b, c; a, 1, d, e; b, d, 1, f; c, e, f, 1] :
      Matrix (Fin 4) (Fin 4) ℝ).det ≠ 0 := by
  rw [det_unit_diagonal]
  intro h
  have h2 : √6 ^ 2 = (6 : ℝ) := Real.sq_sqrt (by norm_num)
  have h0 : (0 : ℝ) ≤ √6 := Real.sqrt_nonneg 6
  generalize √6 = s at *
  have h3 : s ^ 3 = 6 * s := by linear_combination s * h2
  have h4 : s ^ 4 = 36 := by linear_combination (s ^ 2 + 6) * h2
  have hl : 2.44 < s := by nlinarith
  have hr : s < 2.45 := by nlinarith
  -- in each of the 64 cases the determinant is p + q s with rational p, q
  rcases ha with rfl | rfl <;> rcases hb with rfl | rfl <;> rcases hc with rfl | rfl <;>
    rcases hd with rfl | rfl <;> rcases he with rfl | rfl <;> rcases hf with rfl | rfl <;>
    (ring_nf at h; linarith)
```

**Q.** Does Lean use the same table?

**A.** It skips the symmetry and treats all 64 assignments, which the chain of `rcases` generates. With $s=\sqrt6$, the facts $s^2=6$, $s^3=6s$ and $s^4=36$ reduce each determinant to $p+qs$ with rational $p$ and $q$. Instead of irrationality it uses $2.44<s<2.45$, which is tight enough for `linarith` to refute $p+qs=0$ every time.

**Q.** Now the statement I care about, for any number of hybrids.

**A.** Suppose there were four or more, mutually orthogonal. Choose four. The cosines between their directions all belong to $\{c_+,c_-\}$, so $\det G\neq0$; but the directions are vectors in three-dimensional space, so $\det G=0$. That is a contradiction.

```lean
/-- Any finite family of mutually orthogonal axial spd hybrids of the form `hybrid n`, with `n` a
unit vector, has at most three members. -/
theorem at_most_three {ι : Type*} [Fintype ι] (n : ι → Fin 3 → ℝ)
    (hu : ∀ i, n i ⬝ᵥ n i = 1)
    (ho : ∀ i j, i ≠ j → hybrid (n i) ⬝ᵥ hybrid (n j) = 0) :
    Fintype.card ι ≤ 3 := by
  by_contra h
  have hcard : Fintype.card (Fin 4) ≤ Fintype.card ι := by
    rw [Fintype.card_fin]; omega
  -- pick four of the hybrids
  obtain ⟨e⟩ := Function.Embedding.nonempty_of_card_le hcard
  have key : ∀ i j : Fin 4, i ≠ j →
      n (e i) ⬝ᵥ n (e j) = (√6 - 1) / 5 ∨ n (e i) ⬝ᵥ n (e j) = (-√6 - 1) / 5 :=
    fun i j hij => (orthogonal_iff (hu _) (hu _)).1 (ho _ _ (e.injective.ne hij))
  exact det_ne_zero_of_cosines (key 0 1 (by decide)) (key 0 2 (by decide))
    (key 0 3 (by decide)) (key 1 2 (by decide)) (key 1 3 (by decide)) (key 2 3 (by decide))
    (gram_det_eq_zero (fun i => n (e i)) (fun i => hu (e i)))
```

Here `ι` is any finite set of labels, `n i` is the direction of hybrid `i`, `hu` says that the directions have unit length, and `ho` says that different hybrids are orthogonal. The conclusion is `Fintype.card ι ≤ 3`. In the proof, `e` is the map that picks four labels, not the cosine $e$ from before, and `key` gives the two allowed values for each pair.

**Q.** What of the full set of nine? I would like that without trusting your definition of a hybrid.

**A.** The next theorem mentions only unit vectors and the polynomial condition on their cosines.

```lean
/-- There are no nine unit vectors in space whose mutual cosines `c` all satisfy the
orthogonality condition `1 + 3c + 5(3c² - 1)/2 = 0`. -/
theorem no_nine_hybrids :
    ¬ ∃ n : Fin 9 → Fin 3 → ℝ, (∀ i, n i ⬝ᵥ n i = 1) ∧
      ∀ i j, i ≠ j →
        1 + 3 * (n i ⬝ᵥ n j) + 5 * (3 * (n i ⬝ᵥ n j) ^ 2 - 1) / 2 = 0 := by
  rintro ⟨n, hu, ho⟩
  have h := at_most_three n hu (fun i j hij => by
    rw [hybrid_overlap (hu i) (hu j), ho i j hij, zero_div])
  rw [Fintype.card_fin] at h
  omega
```

Its proof goes back through `hybrid_overlap`: if the polynomial vanishes, so does the overlap, and the previous theorem would then give $9\le3$.

**Q.** Is three really attainable, or might the true limit be two?

**A.** Three is attained. Place the directions around a threefold axis,

$$(p,q,q),\quad(q,p,q),\quad(q,q,p),$$

and ask for unit length, $p^2+2q^2=1$, and common cosine $2pq+q^2=c_+$. Combining the two conditions gives $(p-q)^2=1-c_+$ and $(p+2q)^2=1+2c_+$. Both right-hand sides are positive, and taking positive roots yields

$$p=\frac{\sqrt{1+2c_+}+2\sqrt{1-c_+}}{3},\qquad
q=\frac{\sqrt{1+2c_+}-\sqrt{1-c_+}}{3}.$$

Every pair then has cosine $c_+$, so every overlap is zero.

```lean
/-- Three mutually orthogonal hybrids of this kind, along unit vectors, do exist. -/
theorem three_hybrids_coexist :
    ∃ n : Fin 3 → Fin 3 → ℝ, (∀ i, n i ⬝ᵥ n i = 1) ∧
      ∀ i j, i ≠ j → hybrid (n i) ⬝ᵥ hybrid (n j) = 0 := by
  obtain ⟨a, ha, ha0, ha1⟩ : ∃ a : ℝ, 5 * a ^ 2 + 2 * a - 1 = 0 ∧ 0 ≤ a ∧ a ≤ 1 := by
    have hs : √6 ^ 2 = (6 : ℝ) := Real.sq_sqrt (by norm_num)
    have h0 : (0 : ℝ) ≤ √6 := Real.sqrt_nonneg 6
    refine ⟨(√6 - 1) / 5, ?_, ?_, ?_⟩
    · linear_combination (1 / 5) * hs
    · nlinarith
    · nlinarith
  -- three directions around a threefold axis, with common cosine a
  obtain ⟨p, q, h1, h2⟩ : ∃ p q : ℝ, p * p + q * q + q * q = 1 ∧
      p * q + q * p + q * q = a := by
    have hv : √(1 - a) ^ 2 = 1 - a := Real.sq_sqrt (by linarith)
    have hw : √(1 + 2 * a) ^ 2 = 1 + 2 * a := Real.sq_sqrt (by linarith)
    refine ⟨(√(1 + 2 * a) + 2 * √(1 - a)) / 3, (√(1 + 2 * a) - √(1 - a)) / 3, ?_, ?_⟩
    · linear_combination (1 / 3) * hw + (2 / 3) * hv
    · linear_combination (1 / 3) * hw - (1 / 3) * hv
  have hu : ∀ i : Fin 3, (fun k : Fin 3 => if i = k then p else q) ⬝ᵥ
      (fun k : Fin 3 => if i = k then p else q) = 1 := by
    intro i
    fin_cases i <;> simp [dotProduct, Fin.sum_univ_three] <;> linarith
  refine ⟨fun i k => if i = k then p else q, hu, fun i j hij => ?_⟩
  have hc : (fun k : Fin 3 => if i = k then p else q) ⬝ᵥ
      (fun k : Fin 3 => if j = k then p else q) = a := by
    fin_cases i <;> fin_cases j <;>
      simp [dotProduct, Fin.sum_univ_three] at hij ⊢ <;> linarith
  rw [hybrid_overlap (hu i) (hu j), hc]
  linear_combination (1 / 6) * ha

end

end SpdHybrids
```

The proof writes `a` for $c_+$, and first records its quadratic equation and that it lies between 0 and 1, so that both square roots are of non-negative numbers. It then supplies `p` and `q`, checks lengths and cosines case by case, and finishes with the overlap formula.

```lean
#print axioms SpdHybrids.at_most_three
#print axioms SpdHybrids.no_nine_hybrids
#print axioms SpdHybrids.three_hybrids_coexist
```

```
'SpdHybrids.at_most_three' depends on axioms: [propext, Classical.choice, Quot.sound]
'SpdHybrids.no_nine_hybrids' depends on axioms: [propext, Classical.choice, Quot.sound]
'SpdHybrids.three_hybrids_coexist' depends on axioms: [propext, Classical.choice, Quot.sound]
```

**Q.** My program does return nine orthonormal hybrids for this atom. Is it wrong?

**A.** No. Any orthogonal transformation of the nine orbitals gives such a set. What the theorem excludes is that all nine are axial hybrids of maximal strength. Some must have other weights, or p and d parts that are not symmetric about one common axis, or s, p and d parts that do not all have the same sign in either direction along that axis. Different signs alone are not enough. Axial 1:3:5 hybrids whose s and d parts have opposite signs along the axis have the same overlaps with one another as the hybrids treated here, so at most three of them can be mutually orthogonal, and the two kinds together give at most six. For hybrids that have other weights or are not axial, the theorem sets no limit.

**Q.** And if my hybrids are only close to 1:3:5, or slightly non-orthogonal?

**A.** Then the hypotheses fail and the theorem is silent. It concerns exact weights and exactly zero overlap, and it gives no estimate of how small the overlaps of four or more such hybrids could be made.
